# Friction on harmonic Car–Parrinello orbitals drags a uniformly moving ion

An ion moves at unit speed, $R=t$. A spring of unit stiffness ties it to an orbital coordinate $x$ of unit mass, and a friction force $-x'$ acts on the orbital alone. Suppose the orbital trails the ion by one unit, $x=t-1$. The spring pulls it forward with force 1, friction pulls it back with force 1, and it keeps its speed. The ion feels the reaction of the spring, a backward force of 1, although no friction was applied to it.

In Car–Parrinello molecular dynamics the orbitals follow the ions through a dynamics of their own, and friction may be added to keep them cold. The problems below find the force this friction passes on to an ion, for classical harmonic orbital coordinates and an ion in prescribed uniform motion.

## An orbital on a spring behind the ion

Let the ion be at $R=vt$, with $v$ real. The stiffness $k$ stands for the restoring force that ties the electronic state to its instantaneous ground state. The force on the ion is $k(x-vt)$, and the orbital feels its opposite.

```lean
import Mathlib

open Filter Topology

namespace CarParrinelloDrag

noncomputable section

/-- The force `k (x - v t)` that an orbital coordinate `x` exerts on an ion at `R = v t`
through a spring of stiffness `k`. -/
def ionForce (k v : ℝ) (x : ℝ → ℝ) (t : ℝ) : ℝ := k * (x t - v * t)
```

The fictitious mass $\mu$ is a parameter of the simulation, not the electron mass. The friction $g$, often written $\gamma$, is a rate, so the friction force is $-\mu g x'$. The equation of motion is

$$\mu x''=-k(x-vt)-\mu g x'.$$

In Lean a motion is a pair of functions `x` and `p`. Here `p` is the velocity, not the momentum, which is `μ * p`. `HasDerivAt f a t` says that $f$ has derivative $a$ at time $t$. The equations hold at all real times, and nothing is assumed about the initial position or velocity.

```lean
/-- Damped orbital dynamics: `x` has velocity `p`, and the fictitious momentum `μ p` changes
by the spring force towards the ion at `v t` and by the friction force `-μ g p`. -/
structure IsOrbitalMotion (μ k g v : ℝ) (x p : ℝ → ℝ) : Prop where
  velocity : ∀ t, HasDerivAt x (p t) t
  newton : ∀ t, HasDerivAt (fun s => μ * p s) (-ionForce k v x t - μ * g * p t) t
```

Two auxiliary quantities serve in (b) to (d). They refer to an oscillator with displacement $w$, velocity $q$ and friction $g$. The letter $\Omega$ denotes its *squared* frequency.

```lean
/-- A quadratic form in the displacement `w` and velocity `q` of an oscillator with
friction `g` and squared frequency `Ω`. -/
def decayForm (g Ω w q : ℝ) : ℝ := q ^ 2 + (q + g * w) ^ 2 + 2 * Ω * w ^ 2

/-- The rate `2 g Ω / (3 Ω + 2 g²)`, for friction `g` and squared frequency `Ω > 0`. -/
def decayRate (g Ω : ℝ) : ℝ := 2 * g * Ω / (3 * Ω + 2 * g ^ 2)
```

The model leaves out orthonormality constraints, anharmonic coupling and the force that the ion feels when the electrons are in their ground state. It holds the ion's velocity fixed, whereas in a simulation the ion would respond to the force computed here. It also lets the ground-state value of the orbital coordinate move exactly as far as the ion. If that value were $aR$ instead of $R$, with spring energy $k(x-aR)^2/2$, the limiting force in (e) would be multiplied by $a^2$, so an orbital that hardly responds to the ion hardly drags it.

## (a) Motion about a constant lag

Let $w=x-vt+\mu gv/k$ and $q=p-v$. Show that, for nonzero $\mu$ and $k$,

$$w'=q,\qquad q'=-gq-\frac{k}{\mu}\,w .$$

The first equation is immediate, since $x'=p$. For the second, divide the equation of motion by $\mu$:

$$p'=-\frac{k}{\mu}(x-vt)-gp .$$

Insert $x-vt=w-\mu gv/k$. The constant contributes $+gv$, so $p'=-(k/\mu)w-g(p-v)$. Since $v$ is constant, $q'=p'$.

The Lean proof does the same: it multiplies the momentum equation by `μ⁻¹`, and `h3` is the cancellation that produces $gv$.

```lean
/-- For nonzero `μ` and `k`, the quantities `w = x - v t + μ g v / k` and `q = p - v` of an orbital
motion satisfy `w' = q` and `q' = -g q - (k / μ) w`. -/
theorem deviation_motion {μ k g v : ℝ} {x p : ℝ → ℝ} (hμ : μ ≠ 0) (hk : k ≠ 0)
    (h : IsOrbitalMotion μ k g v x p) (t : ℝ) :
    HasDerivAt (fun s => x s - v * s + μ * g * v / k) (p t - v) t ∧
    HasDerivAt (fun s => p s - v)
      (-(g * (p t - v)) - k / μ * (x t - v * t + μ * g * v / k)) t := by
  have hm : μ⁻¹ * μ = 1 := inv_mul_cancel₀ hμ
  constructor
  · have h1 := ((h.velocity t).fun_sub ((hasDerivAt_id' t).const_mul v)).add_const
      (μ * g * v / k)
    exact h1.congr_deriv (by ring)
  · -- divide the momentum equation by the fictitious mass
    have h1 := (h.newton t).const_mul μ⁻¹
    have e : (fun s => μ⁻¹ * (μ * p s)) = p := by
      funext s
      linear_combination p s * hm
    rw [e] at h1
    have h2 : HasDerivAt p (-(g * p t) - k / μ * (x t - v * t)) t :=
      h1.congr_deriv (by
        unfold ionForce
        linear_combination (-(g * p t)) * hm)
    have h3 : k / μ * (μ * g * v / k) = g * v := by field_simp
    exact (h2.sub_const v).congr_deriv (by linear_combination h3)
```

## (b) A quadratic form without a cross term in its derivative

For $w'=q$ and $q'=-gq-\Omega w$, let $L=q^2+(q+gw)^2+2\Omega w^2$. Show that

$$L'=-2g\,(q^2+\Omega w^2).$$

Since $(q+gw)'=q'+gq=-\Omega w$,

$$\begin{aligned}
L'&=2q(-gq-\Omega w)-2\Omega w(q+gw)+4\Omega wq\\
&=-2gq^2-2g\Omega w^2 ,
\end{aligned}$$

because the terms in $wq$ add up to $-2-2+4=0$ times $\Omega wq$. The oscillator's energy alone would lose only a term in $q^2$, which vanishes at the turning points; $L$ also loses a term in $w^2$.

The theorem needs the two derivatives only at the time $t$ considered, and no signs of $g$ or $\Omega$. The differentiation rules build the derivative and `ring` collects the terms.

```lean
/-- Along a free damped oscillator the quadratic form changes at the rate
`-2 g (q² + Ω w²)`. -/
theorem hasDerivAt_decayForm {g Ω t : ℝ} {w q : ℝ → ℝ} (hw : HasDerivAt w (q t) t)
    (hq : HasDerivAt q (-(g * q t) - Ω * w t) t) :
    HasDerivAt (fun s => decayForm g Ω (w s) (q s))
      (-(2 * g * (q t ^ 2 + Ω * w t ^ 2))) t := by
  have h := ((hq.fun_pow 2).fun_add ((hq.fun_add (hw.const_mul g)).fun_pow 2)).fun_add
    ((hw.fun_pow 2).const_mul (2 * Ω))
  exact h.congr_deriv (by
    simp only [Nat.reduceSub, Nat.cast_ofNat, pow_one]
    ring)
```

## (c) Exponential decay in every damping regime

Let $g,\Omega>0$ and $c=2g\Omega/(3\Omega+2g^2)$. Show that for $t\ge 0$

$$L(t)\le L(0)\,e^{-ct}.$$

First compare $L$ with its dissipation. Expanding both sides gives

$$(3\Omega+2g^2)(q^2+\Omega w^2)-\Omega L=\Omega(q-gw)^2+2g^2q^2+\Omega^2w^2\ge 0 .$$

Multiplying by $2g/(3\Omega+2g^2)$ yields $cL\le 2g(q^2+\Omega w^2)=-L'$. Therefore

$$\frac{d}{dt}\left(L\,e^{ct}\right)=(L'+cL)\,e^{ct}\le 0,$$

so $L(t)e^{ct}\le L(0)$ for $t\ge0$.

This treats underdamped, critical and overdamped motion together; $c$ is a guaranteed rate, not the exact one. In the Lean proof `bound` is the comparison, with `a` for $w$ and `b` for $q$, and the squares above are the hints given to `nlinarith`. The step `anti` states that $Le^{ct}$ never increases.

```lean
/-- For positive friction and squared frequency, the quadratic form of a free damped
oscillator decays at least exponentially, with the rate `decayRate g Ω`. -/
theorem decayForm_le {g Ω : ℝ} {w q : ℝ → ℝ} (hg : 0 < g) (hΩ : 0 < Ω)
    (hw : ∀ t, HasDerivAt w (q t) t)
    (hq : ∀ t, HasDerivAt q (-(g * q t) - Ω * w t) t) {t : ℝ} (ht : 0 ≤ t) :
    decayForm g Ω (w t) (q t) ≤
      decayForm g Ω (w 0) (q 0) * Real.exp (-(decayRate g Ω * t)) := by
  -- dissipation dominates the form itself
  have bound : ∀ a b : ℝ,
      decayRate g Ω * decayForm g Ω a b ≤ 2 * g * (b ^ 2 + Ω * a ^ 2) := by
    intro a b
    have key : Ω * decayForm g Ω a b ≤ (b ^ 2 + Ω * a ^ 2) * (3 * Ω + 2 * g ^ 2) := by
      unfold decayForm
      nlinarith [mul_nonneg hΩ.le (sq_nonneg (b - g * a)), sq_nonneg (g * b),
        sq_nonneg (Ω * a)]
    have hD : 0 < 3 * Ω + 2 * g ^ 2 := by positivity
    unfold decayRate
    rw [div_mul_eq_mul_div, div_le_iff₀ hD]
    have := mul_le_mul_of_nonneg_left key (by positivity : 0 ≤ 2 * g)
    linarith
  -- hence the form times the growing exponential never increases
  have hF := fun s => (hasDerivAt_decayForm (hw s) (hq s)).fun_mul
    (((hasDerivAt_id' s).const_mul (decayRate g Ω)).exp)
  have anti := antitone_of_deriv_nonpos (fun s => (hF s).differentiableAt) (fun s => by
    rw [(hF s).deriv]
    have := mul_le_mul_of_nonneg_right (bound (w s) (q s))
      (Real.exp_pos (decayRate g Ω * s)).le
    linarith)
  have h0 := anti ht
  simp only [mul_zero, Real.exp_zero, mul_one] at h0
  rw [Real.exp_neg, ← div_eq_mul_inv, le_div_iff₀ (Real.exp_pos _)]
  exact h0
```

## (d) The displacement tends to zero

Under the same assumptions, show that

$$w(t)\to 0\quad\text{as } t\to\infty .$$

Two of the three terms in $L$ are squares, so $2\Omega w^2\le L$. With (c),

$$0\le w(t)^2\le\frac{L(0)}{2\Omega}\,e^{-ct}\qquad(t\ge0).$$

Since $c>0$, the right side tends to zero. Hence $w^2\to0$, and taking the square root gives $|w|\to0$.

In Lean, `Tendsto w atTop (𝓝 0)` is this limit. The squeeze gives `hsq`, and the square root gives `habs`.

```lean
/-- The displacement of a free oscillator with positive friction and squared frequency tends to
zero, from every initial condition. -/
theorem damped_tendsto_zero {g Ω : ℝ} {w q : ℝ → ℝ} (hg : 0 < g) (hΩ : 0 < Ω)
    (hw : ∀ t, HasDerivAt w (q t) t)
    (hq : ∀ t, HasDerivAt q (-(g * q t) - Ω * w t) t) :
    Tendsto w atTop (𝓝 0) := by
  have hc : 0 < decayRate g Ω := by unfold decayRate; positivity
  have hexp : Tendsto (fun t : ℝ => Real.exp (-(decayRate g Ω * t))) atTop (𝓝 0) :=
    Real.tendsto_exp_neg_atTop_nhds_zero.comp (tendsto_id.const_mul_atTop hc)
  have hup := (hexp.const_mul (decayForm g Ω (w 0) (q 0))).div_const (2 * Ω)
  rw [mul_zero, zero_div] at hup
  -- the squared displacement is squeezed to zero
  have hsq : Tendsto (fun t => w t ^ 2) atTop (𝓝 0) := by
    refine squeeze_zero' (Eventually.of_forall fun t => sq_nonneg (w t)) ?_ hup
    filter_upwards [eventually_ge_atTop (0 : ℝ)] with t ht
    rw [le_div_iff₀ (by positivity : 0 < 2 * Ω)]
    have h1 := decayForm_le hg hΩ hw hq ht
    have h2 : w t ^ 2 * (2 * Ω) ≤ decayForm g Ω (w t) (q t) := by
      unfold decayForm
      nlinarith [sq_nonneg (q t), sq_nonneg (q t + g * w t)]
    exact h2.trans h1
  have habs := hsq.sqrt
  simp only [Real.sqrt_sq_eq_abs, Real.sqrt_zero] at habs
  exact squeeze_zero_norm (fun t => le_of_eq (Real.norm_eq_abs (w t))) habs
```

## (e) The late-time force on the ion

Let $\mu,k,g>0$. Show that for every orbital motion

$$k(x-vt)\to-\mu gv\quad\text{as } t\to\infty .$$

By (a), the deviation $w$ is a free damped oscillator with $\Omega=k/\mu>0$, so $w\to0$ by (d). The definition of $w$ gives

$$k(x-vt)=kw-\mu gv ,$$

and the first term vanishes in the limit. The stiffness drops out: a stiffer spring shortens the lag $\mu gv/k$ but leaves the limiting force unchanged.

The limiting case $g=0$ behaves differently. The deviation is then $w=A\cos(\sqrt{k/\mu}\,t+\varphi)$, with constant amplitude $A$ and phase $\varphi$, and for $A\neq0$ the force oscillates forever. The condition $g>0$ therefore can't be relaxed to $g\ge0$.

The Lean proof combines `deviation_motion` with `damped_tendsto_zero`, then multiplies the limit by `k` and subtracts the constant.

```lean
/-- Orbital friction drags the ion: for positive `μ`, `k`, `g` and every orbital motion, the
force on an ion moving at velocity `v` tends to `-μ g v`. -/
theorem ionForce_tendsto {μ k g v : ℝ} {x p : ℝ → ℝ} (hμ : 0 < μ) (hk : 0 < k) (hg : 0 < g)
    (h : IsOrbitalMotion μ k g v x p) :
    Tendsto (ionForce k v x) atTop (𝓝 (-(μ * g * v))) := by
  have hd := deviation_motion hμ.ne' hk.ne' h
  have hw := damped_tendsto_zero hg (div_pos hk hμ) (fun t => (hd t).1) (fun t => (hd t).2)
  have hf := (hw.const_mul k).sub_const (μ * g * v)
  rw [mul_zero, zero_sub] at hf
  refine hf.congr fun t => ?_
  have e : k * (μ * g * v / k) = μ * g * v := mul_div_cancel₀ _ hk.ne'
  unfold ionForce
  linear_combination e
```

## (f) An orbit with constant force

For $k\ne0$, verify that the orbit

$$x(t)=vt-\frac{\mu gv}{k},\qquad p(t)=v$$

solves the equation of motion and exerts its limiting force at all times.

The derivative of $x$ is $v$. The force on the ion is $k(x-vt)=-\mu gv$. The momentum $\mu v$ is constant, and the force on the orbital is $\mu gv-\mu gv=0$, as required. With every parameter equal to one, this is the opening example.

The Lean statement contains both claims, joined by `∧`. The force is computed first, as `hf`, and then used in the momentum equation.

```lean
/-- For `k ≠ 0`, the orbit `x = v t - μ g v / k` with velocity `v` is a solution, and it exerts the
force `-μ g v` on the ion at all times. -/
theorem steady_trailing_witness (μ g v : ℝ) {k : ℝ} (hk : k ≠ 0) :
    IsOrbitalMotion μ k g v (fun t => v * t - μ * g * v / k) (fun _ => v) ∧
    ∀ t, ionForce k v (fun t => v * t - μ * g * v / k) t = -(μ * g * v) := by
  have e : k * (μ * g * v / k) = μ * g * v := mul_div_cancel₀ _ hk
  have hf : ∀ t, ionForce k v (fun t => v * t - μ * g * v / k) t = -(μ * g * v) := by
    intro t
    unfold ionForce
    linear_combination -e
  refine ⟨⟨fun t => ?_, fun t => ?_⟩, hf⟩
  · exact (((hasDerivAt_id' t).const_mul v).sub_const _).congr_deriv (by ring)
  · rw [hf t]
    exact (hasDerivAt_const t (μ * v)).congr_deriv (by ring)
```

## (g) The sign of the power

Let $\mu,k,g>0$ and $v\neq0$. Show that at all sufficiently late times

$$k(x-vt)\,v<0 .$$

By (e), the power delivered to the ion tends to $-\mu gv^2$, which is negative. A function with a negative limit is eventually negative. Early on the sign can be different: an orbital that starts ahead of the ion pulls it forward.

In Lean, `∀ᶠ t in atTop` means "for all $t$ beyond some time". That time may depend on the motion.

```lean
/-- For positive `μ`, `k`, `g` and a moving ion, the power that the orbital delivers to the
ion is negative at all sufficiently late times. -/
theorem eventually_power_neg {μ k g v : ℝ} {x p : ℝ → ℝ} (hμ : 0 < μ) (hk : 0 < k)
    (hg : 0 < g) (hv : v ≠ 0) (h : IsOrbitalMotion μ k g v x p) :
    ∀ᶠ t in atTop, ionForce k v x t * v < 0 := by
  have hneg : -(μ * g * v) * v < 0 := by
    have : 0 < μ * g * v ^ 2 := by positivity
    linarith
  exact ((ionForce_tendsto hμ hk hg h).mul_const v).eventually_lt_const hneg
```

## (h) Several orbitals on one ion

Let finitely many orbitals, labelled by $i$, have masses $\mu_i$, stiffnesses $k_i$ and frictions $g_i$, all positive. Each is coupled to the ion and not to the others. Show that

$$\sum_i k_i(x_i-vt)\to-\Big(\sum_i\mu_ig_i\Big)v .$$

By (e), the force from orbital $i$ tends to $-\mu_ig_iv$. A finite sum of convergent functions converges to the sum of the limits, and $v$ factors out. With no orbitals, both sides are zero.

The finite type `ι` holds the labels. The proof rewrites the target as a sum of single limits and applies `ionForce_tendsto` to each orbital.

```lean
/-- For finitely many orbitals with positive masses, stiffnesses and frictions, the total
force on the ion tends to `-(∑ μᵢ gᵢ) v`. -/
theorem total_ionForce_tendsto {ι : Type*} [Fintype ι] {μ k g : ι → ℝ} {v : ℝ}
    {x p : ι → ℝ → ℝ} (hμ : ∀ i, 0 < μ i) (hk : ∀ i, 0 < k i) (hg : ∀ i, 0 < g i)
    (h : ∀ i, IsOrbitalMotion (μ i) (k i) (g i) v (x i) (p i)) :
    Tendsto (fun t => ∑ i, ionForce (k i) v (x i) t) atTop
      (𝓝 (-(∑ i, μ i * g i) * v)) := by
  rw [neg_mul, Finset.sum_mul, ← Finset.sum_neg_distrib]
  exact tendsto_finsetSum Finset.univ
    (fun i _ => ionForce_tendsto (hμ i) (hk i) (hg i) (h i))

end

end CarParrinelloDrag
```

```lean
#print axioms CarParrinelloDrag.ionForce_tendsto
-- 'CarParrinelloDrag.ionForce_tendsto' depends on axioms: [propext, Classical.choice, Quot.sound]
#print axioms CarParrinelloDrag.eventually_power_neg
-- 'CarParrinelloDrag.eventually_power_neg' depends on axioms: [propext, Classical.choice, Quot.sound]
#print axioms CarParrinelloDrag.total_ionForce_tendsto
-- 'CarParrinelloDrag.total_ionForce_tendsto' depends on axioms: [propext, Classical.choice, Quot.sound]
```
